# Fock exchange with a nonnegative interaction adds a nonnegative term to the uncoupled f-sum on a grid

Take Hartree–Fock orbitals of one spin on a grid, add up twice each occupied-to-virtual energy gap times the squared transition dipole along one axis, in atomic units, and compare the total with the number of electrons of that spin, as the Thomas–Reiche–Kuhn sum rule suggests. The total can come out too large although the code is correct, and the surplus may then be blamed on the dipoles or the grid spacing. Another possible source is the exchange operator, which is nonlocal and in general doesn't commute with position. The theorems below give its contribution to the total exactly, for real orbitals on a finite grid.

## Orbitals, density matrix and Fock matrix

The finite type `n` labels the grid points $r,s$ and also the orbitals, since there are as many orbitals as points.

```lean
import Mathlib

open Matrix

namespace UncoupledFSum

noncomputable section

variable {n : Type*} [Fintype n] [DecidableEq n]
```

For a one-electron matrix $A$ and a position matrix $X$, the derivation rests on the double commutator $[X,[A,X]]$.

```lean
/-- The double commutator `[X, [A, X]]`. -/
def doubleComm (A X : Matrix n n ℝ) : Matrix n n ℝ :=
  X * (A * X - X * A) - (A * X - X * A) * X
```

Orbital $i$ is column $i$ of a real matrix $U$, with value $U_{ri}$ at point $r$. Position along one axis is diagonal on the grid, with value $x_r$ at point $r$, so its matrix elements between orbitals are
$$x_{ij}=\sum_r U_{ri}\,x_r\,U_{rj}.$$

```lean
/-- Matrix elements of the position `x` between the orbitals stored as columns of `U`. -/
def dipole (U : Matrix n n ℝ) (x : n → ℝ) : Matrix n n ℝ :=
  Uᵀ * diagonal x * U
```

For a set `occ` of occupied orbitals, the density matrix is $P_{rs}=\sum_{i\in\mathrm{occ}}U_{ri}U_{si}$. It is a projector once the columns of $U$ are orthonormal.

```lean
/-- The density matrix `P r s`, a sum over occupied orbitals. -/
def density (U : Matrix n n ℝ) (occ : Finset n) : Matrix n n ℝ :=
  Matrix.of fun r s => ∑ i ∈ occ, U r i * U s i
```

With orbital energies $e_i$ and units in which $\hbar=m=1$, the uncoupled f-sum is
$$S=\sum_{i\in\mathrm{occ}}\ \sum_{a\notin\mathrm{occ}}2(e_a-e_i)\,x_{ia}^2 .$$

```lean
/-- The uncoupled f-sum: twice the orbital energy gap times the squared transition dipole,
summed over occupied-virtual pairs. -/
def fSum (U : Matrix n n ℝ) (e : n → ℝ) (occ : Finset n) (x : n → ℝ) : ℝ :=
  ∑ i ∈ occ, ∑ a ∈ occᶜ, 2 * (e a - e i) * dipole U x i a ^ 2
```

The occupied set is arbitrary and need not hold the lowest orbitals. Each orbital holds one electron, so $P$ describes a single spin channel.

The f-sum will be matched with a sum over pairs of grid points, $-\sum_{rs}A_{rs}(x_r-x_s)^2P_{rs}$.

```lean
/-- The grid sum `-∑ A r s (x r - x s)² P r s` for a one-electron matrix `A`. -/
def gridSum (P A : Matrix n n ℝ) (x : n → ℝ) : ℝ :=
  -∑ r, ∑ s, A r s * (x r - x s) ^ 2 * P r s
```

The Fock matrix consists of hopping $T$, a local potential $w$ and exchange:
$$F_{rs}=T_{rs}+w_r\delta_{rs}-P_{rs}v_{rs}.$$

```lean
/-- A Fock matrix made of hopping `T`, a local potential `w` and the exchange term
`-P r s * v r s`. -/
def fock (T : Matrix n n ℝ) (w : n → ℝ) (v P : Matrix n n ℝ) : Matrix n n ℝ :=
  Matrix.of fun r s => T r s + diagonal w r s - P r s * v r s
```

Here $T$ stands for the discretised kinetic energy, $w$ for the nuclear and Hartree potentials together, and $v_{rs}$ for the interaction between electrons at $r$ and $s$.

## The double commutator on the grid

Because $X$ is diagonal, $[A,X]_{rs}=A_{rs}(x_s-x_r)$. A second commutator multiplies this by $x_r-x_s$:
$$[X,[A,X]]_{rs}=(x_r-x_s)\,A_{rs}\,(x_s-x_r)=-A_{rs}(x_r-x_s)^2 .$$

```lean
/-- On the grid, the double commutator with position weights each matrix element by
minus the squared distance. -/
theorem doubleComm_apply (A : Matrix n n ℝ) (x : n → ℝ) (r s : n) :
    doubleComm A (diagonal x) r s = -(A r s * (x r - x s) ^ 2) := by
  simp only [doubleComm, Matrix.sub_apply, diagonal_mul, mul_diagonal]
  ring
```

## The sum rule for one orbital

The orbitals are real and $X$ is symmetric, so $x_{ij}=x_{ji}$.

```lean
/-- Transition dipoles between real orbitals are symmetric. -/
theorem dipole_symm (U : Matrix n n ℝ) (x : n → ℝ) (i j : n) :
    dipole U x i j = dipole U x j i := by
  have h : (dipole U x)ᵀ = dipole U x := by
    simp only [dipole, transpose_mul, transpose_transpose, diagonal_transpose,
      Matrix.mul_assoc]
  exact congrFun (congrFun h j) i
```

Now let the orbitals be orthonormal eigenvectors of $F$: $U^TU=1$ and $FU=U\,\mathrm{diag}(e)$. These are the hypotheses `hU` and `hF`. Together they make $F$ symmetric, so symmetry isn't assumed separately. In the orbital basis $F$ becomes $\mathrm{diag}(e)$, and
$$[X,[F,X]]_{ii}=\sum_p\big(x_{ip}(e_p-e_i)x_{pi}-(e_i-e_p)x_{ip}x_{pi}\big)=\sum_p2(e_p-e_i)x_{ip}^2 .$$

```lean
/-- The expectation value of the double commutator in one orbital is the energy-weighted
sum of its squared dipoles to all orbitals. -/
theorem orbital_sum_rule {F U : Matrix n n ℝ} {e : n → ℝ} (hU : Uᵀ * U = 1)
    (hF : F * U = U * diagonal e) (x : n → ℝ) (i : n) :
    (Uᵀ * doubleComm F (diagonal x) * U) i i
      = ∑ p, 2 * (e p - e i) * dipole U x i p ^ 2 := by
  have hU' : U * Uᵀ = 1 := mul_eq_one_comm.mp hU
  -- passing to the orbital basis respects products and differences
  have hmul (A B : Matrix n n ℝ) : Uᵀ * (A * B) * U = (Uᵀ * A * U) * (Uᵀ * B * U) := by
    calc Uᵀ * (A * B) * U = Uᵀ * A * 1 * B * U := by
          simp only [Matrix.mul_one, Matrix.mul_assoc]
      _ = Uᵀ * A * (U * Uᵀ) * B * U := by rw [hU']
      _ = (Uᵀ * A * U) * (Uᵀ * B * U) := by simp only [Matrix.mul_assoc]
  have hsub (A B : Matrix n n ℝ) : Uᵀ * (A - B) * U = Uᵀ * A * U - Uᵀ * B * U := by
    rw [Matrix.mul_sub, Matrix.sub_mul]
  have hE : Uᵀ * F * U = diagonal e := by
    rw [Matrix.mul_assoc, hF, ← Matrix.mul_assoc, hU, Matrix.one_mul]
  have hD : Uᵀ * doubleComm F (diagonal x) * U
      = doubleComm (diagonal e) (dipole U x) := by
    simp only [doubleComm, hsub, hmul, hE, dipole]
  rw [hD, doubleComm, Matrix.sub_apply, Matrix.mul_apply, Matrix.mul_apply,
    ← Finset.sum_sub_distrib]
  refine Finset.sum_congr rfl fun p _ => ?_
  simp only [Matrix.sub_apply, diagonal_mul, mul_diagonal]
  rw [dipole_symm U x p i]
  ring
```

Since $U$ is square, $U^TU=1$ also gives $UU^T=1$, the completeness relation. The step `hmul` inserts it between the factors of a product, and `hD` uses this to carry the whole double commutator into the orbital basis. The last lines compare the two sums term by term in $p$.

## Summing over occupied orbitals

The same diagonal elements can be evaluated on the grid. For any matrix $A$,
$$\sum_{i\in\mathrm{occ}}\sum_{rs}U_{ri}\,[X,[A,X]]_{rs}\,U_{si}=-\sum_{rs}A_{rs}(x_r-x_s)^2P_{rs}.$$

```lean
/-- Summed over occupied orbitals, the expectation value of the double commutator is the
grid sum with the density matrix. -/
theorem occupied_expectation (A U : Matrix n n ℝ) (occ : Finset n) (x : n → ℝ) :
    ∑ i ∈ occ, (Uᵀ * doubleComm A (diagonal x) * U) i i
      = gridSum (density U occ) A x := by
  have key (f : n → n → n → ℝ) :
      ∑ i ∈ occ, ∑ s, ∑ r, f i s r = ∑ r, ∑ s, ∑ i ∈ occ, f i s r := by
    calc ∑ i ∈ occ, ∑ s, ∑ r, f i s r = ∑ s, ∑ i ∈ occ, ∑ r, f i s r := Finset.sum_comm
      _ = ∑ s, ∑ r, ∑ i ∈ occ, f i s r :=
          Finset.sum_congr rfl fun s _ => Finset.sum_comm
      _ = ∑ r, ∑ s, ∑ i ∈ occ, f i s r := Finset.sum_comm
  simp only [gridSum, density, Matrix.of_apply, Matrix.mul_apply, transpose_apply,
    doubleComm_apply, Finset.sum_mul, Finset.mul_sum, ← Finset.sum_neg_distrib]
  rw [key]
  refine Finset.sum_congr rfl fun r _ => Finset.sum_congr rfl fun s _ =>
    Finset.sum_congr rfl fun i _ => ?_
  ring
```

This needs neither orthonormality nor an eigenvalue equation. The proof exchanges finite sums and applies the grid formula.

In the orbital sum rule, $p$ runs over all orbitals. Split it into occupied $j$ and virtual $a$. The occupied part,
$$\sum_{i,j\in\mathrm{occ}}2(e_j-e_i)x_{ij}^2,$$
changes sign when $i$ and $j$ are exchanged, so it is zero. What remains is the f-sum:
$$S=-\sum_{rs}F_{rs}(x_r-x_s)^2P_{rs}.$$

```lean
/-- The uncoupled f-sum of the eigenvectors of a Fock matrix `F` equals
`-∑ F r s (x r - x s)² P r s`. -/
theorem fSum_eq_gridSum {F U : Matrix n n ℝ} {e : n → ℝ} (hU : Uᵀ * U = 1)
    (hF : F * U = U * diagonal e) (occ : Finset n) (x : n → ℝ) :
    fSum U e occ x = gridSum (density U occ) F x := by
  rw [← occupied_expectation]
  simp only [orbital_sum_rule hU hF]
  -- occupied-occupied terms cancel in pairs
  have hc : ∑ i ∈ occ, ∑ j ∈ occ, 2 * (e j - e i) * dipole U x i j ^ 2
      = ∑ i ∈ occ, ∑ j ∈ occ, -(2 * (e j - e i) * dipole U x i j ^ 2) := by
    rw [Finset.sum_comm]
    refine Finset.sum_congr rfl fun i _ => Finset.sum_congr rfl fun j _ => ?_
    rw [dipole_symm U x j i]
    ring
  simp only [Finset.sum_neg_distrib] at hc
  have hs : ∑ i ∈ occ, ∑ p, 2 * (e p - e i) * dipole U x i p ^ 2
      = ∑ i ∈ occ, ∑ j ∈ occ, 2 * (e j - e i) * dipole U x i j ^ 2
        + fSum U e occ x := by
    rw [fSum, ← Finset.sum_add_distrib]
    exact Finset.sum_congr rfl fun i _ => (Finset.sum_add_sum_compl occ _).symm
  linarith
```

In the proof, `hc` says that the occupied part equals its own negative, and `hs` is the split into occupied and virtual orbitals.

## What the local potential and exchange contribute

Insert the three parts of $F$. The local potential acts only at $r=s$, where $(x_r-x_s)^2=0$. The minus sign of exchange cancels the one in front of the sum, and its factor $P_{rs}$ meets the one already there:
$$S=-\sum_{rs}T_{rs}(x_r-x_s)^2P_{rs}+\sum_{rs}P_{rs}^2\,v_{rs}\,(x_r-x_s)^2 .$$

```lean
/-- For a self-consistent Fock matrix, the local potential has no explicit term in the f-sum and
exchange adds `∑ P r s² v r s (x r - x s)²` to the hopping part. -/
theorem fSum_fock {T v U : Matrix n n ℝ} {w e : n → ℝ} {occ : Finset n} (hU : Uᵀ * U = 1)
    (hF : fock T w v (density U occ) * U = U * diagonal e) (x : n → ℝ) :
    fSum U e occ x = gridSum (density U occ) T x
      + ∑ r, ∑ s, density U occ r s ^ 2 * v r s * (x r - x s) ^ 2 := by
  rw [fSum_eq_gridSum hU hF]
  simp only [gridSum, ← Finset.sum_neg_distrib, ← Finset.sum_add_distrib]
  refine Finset.sum_congr rfl fun r _ => Finset.sum_congr rfl fun s _ => ?_
  -- a local potential only connects a point with itself
  have hw : diagonal w r s * (x r - x s) ^ 2 = 0 := by
    by_cases h : r = s
    · simp [h]
    · simp [Matrix.diagonal_apply_ne w h]
  simp only [fock, Matrix.of_apply]
  linear_combination (-density U occ r s) * hw
```

The hypothesis `hF` now expresses self-consistency of the exchange term: the density matrix in it is built from the Fock matrix's own eigenvectors. The potential $w$ is arbitrary, so the theorem also covers the Hartree–Fock case, in which $w$ contains the Hartree potential of the occupied orbitals. That such a solution exists is assumed for given $T$, $w$ and $v$.

Suppose $v_{rs}\ge0$ for all pairs, as for Coulomb repulsion, bare or screened to a value that stays nonnegative. Every exchange term is then nonnegative, so $S$ is at least its hopping part. The two are equal exactly when every term vanishes, that is, when each pair has $P_{rs}=0$, $v_{rs}=0$ or $x_r=x_s$.

```lean
/-- With a nonnegative interaction, the f-sum is at least its hopping part at the same density
matrix, with equality exactly when `P r s`, `v r s` or `x r - x s` vanishes for every pair. -/
theorem exchange_raises_fSum {T v U : Matrix n n ℝ} {w e : n → ℝ} {occ : Finset n}
    (hU : Uᵀ * U = 1) (hF : fock T w v (density U occ) * U = U * diagonal e)
    (hv : ∀ r s, 0 ≤ v r s) (x : n → ℝ) :
    gridSum (density U occ) T x ≤ fSum U e occ x ∧
      (fSum U e occ x = gridSum (density U occ) T x ↔
        ∀ r s, density U occ r s = 0 ∨ v r s = 0 ∨ x r = x s) := by
  have h0 (r s : n) : 0 ≤ density U occ r s ^ 2 * v r s * (x r - x s) ^ 2 :=
    mul_nonneg (mul_nonneg (sq_nonneg _) (hv r s)) (sq_nonneg _)
  have h1 (r : n) : 0 ≤ ∑ s, density U occ r s ^ 2 * v r s * (x r - x s) ^ 2 :=
    Finset.sum_nonneg fun s _ => h0 r s
  have h2 := Finset.sum_nonneg fun r (_ : r ∈ Finset.univ) => h1 r
  rw [fSum_fock hU hF]
  refine ⟨by linarith, fun h r s => ?_, fun h => ?_⟩
  · have h3 : ∑ r, ∑ s, density U occ r s ^ 2 * v r s * (x r - x s) ^ 2 = 0 := by
      linarith
    have h4 := (Finset.sum_eq_zero_iff_of_nonneg fun r _ => h1 r).1 h3 r (Finset.mem_univ r)
    have h5 := (Finset.sum_eq_zero_iff_of_nonneg fun s _ => h0 r s).1 h4 s (Finset.mem_univ s)
    simpa [sub_eq_zero, or_assoc] using h5
  · have h3 : ∑ r, ∑ s, density U occ r s ^ 2 * v r s * (x r - x s) ^ 2 = 0 := by
      refine Finset.sum_eq_zero fun r _ => Finset.sum_eq_zero fun s _ => ?_
      rcases h r s with h | h | h <;> simp [h]
    linarith
```

The comparison is made at one fixed $P$. Switching exchange off and solving again would change the orbitals, and the hopping part with them; the theorem doesn't compare those two calculations.

## Two sites where exchange supplies half of the f-sum

Let the occupied orbital be $(3/5,4/5)$ and the virtual one $(-4/5,3/5)$.

```lean
/-- Two orthonormal orbitals on a two-point grid. -/
def twoSite : Matrix (Fin 2) (Fin 2) ℝ := !![3/5, -4/5; 4/5, 3/5]
```

Call the sites 0 and 1, as Lean does. Then $P_{01}=12/25$. With hopping $-6$ and interaction $25/2$ between the sites, the off-diagonal Fock element is $-6-\tfrac{12}{25}\cdot\tfrac{25}{2}=-12$. Local potentials 16 and 9 complete the matrix, and the two orbitals are its eigenvectors with energies 0 and 25. For positions 0 and 1 the transition dipole is $12/25$, so
$$S=2\cdot25\cdot\left(\tfrac{12}{25}\right)^2=\tfrac{288}{25},\qquad -\sum_{rs}T_{rs}(x_r-x_s)^2P_{rs}=2\cdot6\cdot\tfrac{12}{25}=\tfrac{144}{25}.$$
The hopping $-6$ isn't the three-point kinetic value, which is $-1/2$ at unit spacing, so these two sums should be compared with each other and not with the number of electrons.

```lean
/-- A self-consistent two-site model with one occupied orbital, hopping `-6` and interaction
`25/2` between the sites: its f-sum is `288/25` and the hopping part is `144/25`. -/
theorem fock_witness :
    twoSiteᵀ * twoSite = 1 ∧
    fock !![0, -6; -6, 0] ![16, 9] !![0, 25/2; 25/2, 0] (density twoSite {0}) * twoSite
      = twoSite * diagonal ![0, 25] ∧
    fSum twoSite ![0, 25] {0} ![0, 1] = 288/25 ∧
    gridSum (density twoSite {0}) !![0, -6; -6, 0] ![0, 1] = 144/25 := by
  have hc : ({0} : Finset (Fin 2))ᶜ = {1} := by decide
  refine ⟨?_, ?_, ?_, ?_⟩
  · ext i j
    fin_cases i <;> fin_cases j <;>
      norm_num [twoSite, Matrix.mul_apply, Fin.sum_univ_two]
  · ext i j
    fin_cases i <;> fin_cases j <;>
      norm_num [twoSite, fock, density, Matrix.mul_apply, Fin.sum_univ_two,
        Matrix.diagonal_apply]
  · norm_num [fSum, hc, dipole, twoSite, Matrix.mul_apply, Fin.sum_univ_two,
      Matrix.diagonal_apply]
  · norm_num [gridSum, density, twoSite, Fin.sum_univ_two]

end

end UncoupledFSum
```

```lean
#print axioms UncoupledFSum.fSum_fock
-- 'UncoupledFSum.fSum_fock' depends on axioms: [propext, Classical.choice, Quot.sound]
#print axioms UncoupledFSum.exchange_raises_fSum
-- 'UncoupledFSum.exchange_raises_fSum' depends on axioms: [propext, Classical.choice, Quot.sound]
```

## The identity in a response calculation

For this finite model with real orbitals, $S$ fixes the high-frequency tail $-S/\omega^2$ of the uncoupled polarizability, the response from which a random-phase calculation starts.

A grid code can evaluate both sides of the identity. One side uses the orbital energies and transition dipoles. The other multiplies $F$, the table of $(x_r-x_s)^2$ and $P$ entry by entry, adds up and changes the sign. The orbital side runs over all virtual orbitals: with the lowest orbitals filled, leaving some out can lower the sum but never raise it. In a Gaussian basis the position matrix is generally not diagonal, and the grid formula doesn't apply as it stands.

The hopping part gives the number of electrons only approximately, and exchange comes on top of it. For the usual three-point kinetic energy in one dimension with spacing $h$, neighbouring points have $T_{r,r+1}=-1/(2h^2)$, and the hopping part is $\sum_rP_{r,r+1}$. Count the occupied orbitals as zero just beyond both ends of the grid. The hopping part then falls short of the number of electrons by half the sum of their squared changes from each point to the next, so it is close to that number when this sum is small. The theorems themselves allow any $T$ and take no continuum limit.

A neighbouring identity covers two Cartesian directions. If $y$ is a second diagonal position, applying the f-sum formula to $x+y$ and to $x-y$, subtracting and dividing by four gives
$$\sum_{i\in\mathrm{occ}}\ \sum_{a\notin\mathrm{occ}}2(e_a-e_i)\,x_{ia}y_{ia}=-\sum_{rs}F_{rs}(x_r-x_s)(y_r-y_s)P_{rs}.$$
Exchange enters these off-diagonal elements too, but there its contribution can have either sign.
